# A small asymmetry η changes the powder average of a signal with bounded curvature by at most order η²

**Question.** Without an estimate of how strongly a powder spectrum responds to the asymmetry $\eta$, I can't tell a bad fit from an insensitive one. My fits to a strongly broadened static pattern return $\eta=0.02$ in one run and $0.1$ in the next, with residuals that look the same. Yet each crystallite's frequency shifts in proportion to $\eta$. Where does the linear effect go, and how large is what remains?

**Answer.** The linear shifts cancel between crystallites a quarter turn apart about the principal axis. If the broadening is smooth, the remainder is at most quadratic in $\eta$, with an explicit constant.

Take a static solid-state NMR spectrum governed by a traceless tensor, such as the chemical-shift anisotropy at high field. Let $\theta,\phi$ be the polar angles of the magnetic field in the tensor's principal axes. The strength $V$ is the shift from the isotropic frequency when the field lies along the principal axis $\theta=0$, and $\eta$ is the difference between the shifts along the other two axes, divided by $V$. Measured from the isotropic frequency, the crystallite frequency is

$$\omega_\eta(\theta,\phi)=\tfrac V2\left(3\cos^2\theta-1+\eta\sin^2\theta\cos2\phi\right).$$

Let $h(\omega)$ be the signal of a crystallite at frequency $\omega$, and $F(\eta)$ the average of $h(\omega_\eta)$ over the sphere. Suppose $|h''|\le M$. Then $|F(\eta)-F(0)|\le MV^2\eta^2/30$, in four steps.

1. Replacing $\phi$ by $\phi+\pi/2$ changes the sign of $\cos2\phi$, so it turns $\omega_\eta$ into $\omega_{-\eta}$. The average over a full turn doesn't notice the shift, hence $F(-\eta)=F(\eta)$.

2. Since $\omega_0=\frac12(\omega_\eta+\omega_{-\eta})$, a convex function $g$ satisfies $g(\omega_0)\le\frac12g(\omega_\eta)+\frac12g(\omega_{-\eta})$. Averaging and using step 1 gives $\langle g(\omega_0)\rangle\le\langle g(\omega_\eta)\rangle$.

3. Write $\omega_\eta=A+B\cos2\phi$ with $A=\frac V2(3\cos^2\theta-1)$ and $B=\frac{V\eta}2\sin^2\theta$. The mean of $\omega_\eta^2$ over $\phi$ is $A^2+B^2/2$. With $u=\cos\theta$,
$$\langle\omega_\eta^2\rangle=\frac12\int_{-1}^1\left[\frac{V^2}4(3u^2-1)^2+\frac{V^2\eta^2}8(1-u^2)^2\right]du=\frac{V^2}5+\frac{V^2\eta^2}{15}.$$

4. The functions $\frac M2x^2\pm h(x)$ have second derivatives $M\pm h''\ge0$, so both are convex. Step 2 applied to each, with step 3, gives
$$0\le\frac M2\cdot\frac{V^2\eta^2}{15}\pm\big(F(\eta)-F(0)\big),$$
which is the bound.

For $h(x)=x^2$ we have $M=2$, and step 3 gives a change of exactly $V^2\eta^2/15$. The bound is attained, so $1/30$ is the best constant.

For your spectrum, take a Gaussian line of unit height observed at frequency $\nu$, $h(x)=e^{-w(x-\nu)^2/2}$, where $w=1/\sigma^2$ for a line of standard deviation $\sigma$. With $s=w(x-\nu)^2$,
$$h''(x)=w(s-1)e^{-s/2}.$$
Since $s\ge0$, $(s-1)e^{-s/2}\ge-e^{-s/2}\ge-1$. Also $e^{s/2}\ge1+\frac s2+\frac{s^2}8\ge s-1$, because the last difference is $\frac18(s-2)^2+\frac32$. So $|h''|\le w$, and the spectrum changes at each frequency by at most $wV^2\eta^2/30$. For $\sigma=V/2$ and $\eta=0.1$ that is about $0.13\%$ of the height of one crystallite's line. For narrow lines $w$ is large and the bound says little.

**The statement in Lean**

`frequency V η θ φ` is $\omega_\eta(\theta,\phi)$. `sphereMean` is the double integral with weight $\sin\theta$, divided by $4\pi$, and `powderAverage h V η` is $F(\eta)$.

In `small_asymmetry`, the functions `h'` and `h''` are the first and second derivatives of `h`, as the two `HasDerivAt` hypotheses say; `h''` need not be continuous. The hypothesis `hM` is $|h''|\le M$. Physically, $M$ limits how sharply one crystallite's line may curve, so it stands for the smoothness of the broadening. `V` and `η` are arbitrary reals, which includes the usual range $0\le\eta\le1$.

`powderAverage_even` holds for every `h`; Mathlib gives a non-integrable function the integral zero, so no integrability condition appears. `small_asymmetry_sharp` is the equality for $x^2$, and `gaussian_spectrum` is the Gaussian case.

The model is a static powder with uniformly distributed orientations, one tensor, and the same line shape and intensity for every crystallite. Sample spinning, preferred orientation and second-order quadrupolar shifts are absent. Within that model, the bound tells someone fitting simulated spectra how small the pointwise signature of $\eta$ must be; whether a fit can still resolve it depends on the noise, the number of points and the other fitted parameters, such as $V$ and the line width.

```lean
import Mathlib

open Real

namespace PowderAsymmetry

noncomputable section

/-- Frequency of a crystallite at polar angles `θ`, `φ`, for a tensor of strength `V` and
asymmetry `η`. -/
def frequency (V η θ φ : ℝ) : ℝ :=
  V * (3 * cos θ ^ 2 - 1 + η * sin θ ^ 2 * cos (2 * φ)) / 2

/-- Average of a function of the polar angles over the unit sphere. -/
def sphereMean (g : ℝ → ℝ → ℝ) : ℝ :=
  1 / (4 * π) * ∫ θ in (0 : ℝ)..π, (∫ φ in (0 : ℝ)..(2 * π), g θ φ) * sin θ

/-- Powder average of a function `h` of the crystallite frequency. -/
def powderAverage (h : ℝ → ℝ) (V η : ℝ) : ℝ :=
  sphereMean fun θ φ => h (frequency V η θ φ)

/-- A continuous function of the frequency is continuous in the crystallite orientation. -/
theorem continuous_signal {h : ℝ → ℝ} (hh : Continuous h) (V η : ℝ) :
    Continuous fun p : ℝ × ℝ => h (frequency V η p.1 p.2) :=
  hh.comp (by unfold frequency; fun_prop)

/-- The sphere average is linear on continuous functions. -/
theorem sphereMean_linear (a b : ℝ) (g k : ℝ → ℝ → ℝ)
    (hg : Continuous fun p : ℝ × ℝ => g p.1 p.2)
    (hk : Continuous fun p : ℝ × ℝ => k p.1 p.2) :
    sphereMean (fun θ φ => a * g θ φ + b * k θ φ) = a * sphereMean g + b * sphereMean k := by
  have lin : ∀ (u v : ℝ → ℝ) (s t : ℝ), Continuous u → Continuous v →
      (∫ x in s..t, (a * u x + b * v x)) = a * (∫ x in s..t, u x) + b * ∫ x in s..t, v x := by
    intro u v s t hu hv
    rw [intervalIntegral.integral_add ((hu.const_mul a).intervalIntegrable _ _)
      ((hv.const_mul b).intervalIntegrable _ _),
      intervalIntegral.integral_const_mul, intervalIntegral.integral_const_mul]
  have hG : Continuous fun θ => ∫ φ in (0 : ℝ)..(2 * π), g θ φ :=
    intervalIntegral.continuous_parametric_intervalIntegral_of_continuous' (f := g) hg 0 (2 * π)
  have hK : Continuous fun θ => ∫ φ in (0 : ℝ)..(2 * π), k θ φ :=
    intervalIntegral.continuous_parametric_intervalIntegral_of_continuous' (f := k) hk 0 (2 * π)
  have inner : ∀ θ, (∫ φ in (0 : ℝ)..(2 * π), (a * g θ φ + b * k θ φ)) =
      a * (∫ φ in (0 : ℝ)..(2 * π), g θ φ) + b * ∫ φ in (0 : ℝ)..(2 * π), k θ φ := fun θ =>
    lin (g θ) (k θ) _ _ (hg.comp (continuous_const.prodMk continuous_id))
      (hk.comp (continuous_const.prodMk continuous_id))
  have outer := lin (fun θ => (∫ φ in (0 : ℝ)..(2 * π), g θ φ) * sin θ)
    (fun θ => (∫ φ in (0 : ℝ)..(2 * π), k θ φ) * sin θ) 0 π
    (hG.mul continuous_sin) (hK.mul continuous_sin)
  unfold sphereMean
  simp only [inner, add_mul, mul_assoc] at outer ⊢
  rw [outer]
  ring

/-- The sphere average preserves inequalities between continuous functions. -/
theorem sphereMean_mono (g k : ℝ → ℝ → ℝ)
    (hg : Continuous fun p : ℝ × ℝ => g p.1 p.2)
    (hk : Continuous fun p : ℝ × ℝ => k p.1 p.2) (hle : ∀ θ φ, g θ φ ≤ k θ φ) :
    sphereMean g ≤ sphereMean k := by
  have hG : Continuous fun θ => ∫ φ in (0 : ℝ)..(2 * π), g θ φ :=
    intervalIntegral.continuous_parametric_intervalIntegral_of_continuous' (f := g) hg 0 (2 * π)
  have hK : Continuous fun θ => ∫ φ in (0 : ℝ)..(2 * π), k θ φ :=
    intervalIntegral.continuous_parametric_intervalIntegral_of_continuous' (f := k) hk 0 (2 * π)
  have cg : ∀ θ, Continuous (g θ) := fun θ => hg.comp (continuous_const.prodMk continuous_id)
  have ck : ∀ θ, Continuous (k θ) := fun θ => hk.comp (continuous_const.prodMk continuous_id)
  unfold sphereMean
  refine mul_le_mul_of_nonneg_left ?_ (by positivity)
  refine intervalIntegral.integral_mono_on pi_pos.le
    ((hG.mul continuous_sin).intervalIntegrable _ _)
    ((hK.mul continuous_sin).intervalIntegrable _ _) fun θ hθ => ?_
  exact mul_le_mul_of_nonneg_right
    (intervalIntegral.integral_mono_on (by positivity) ((cg θ).intervalIntegrable _ _)
      ((ck θ).intervalIntegrable _ _) fun φ _ => hle θ φ)
    (sin_nonneg_of_nonneg_of_le_pi hθ.1 hθ.2)

/-- The powder average is an even function of the asymmetry. -/
theorem powderAverage_even (h : ℝ → ℝ) (V η : ℝ) :
    powderAverage h V (-η) = powderAverage h V η := by
  have inner : ∀ θ, (∫ φ in (0 : ℝ)..(2 * π), h (frequency V (-η) θ φ)) =
      ∫ φ in (0 : ℝ)..(2 * π), h (frequency V η θ φ) := by
    intro θ
    have hp : Function.Periodic (fun φ => h (frequency V η θ φ)) (2 * π) := by
      intro φ
      simp only [frequency]
      rw [show 2 * (φ + 2 * π) = 2 * φ + 2 * π + 2 * π by ring, cos_add_two_pi, cos_add_two_pi]
    have shift := hp.intervalIntegral_add_eq (π / 2) 0
    rw [zero_add] at shift
    -- a quarter turn about the principal axis reverses the sign of the asymmetry
    have turn : ∀ φ, frequency V (-η) θ φ = frequency V η θ (φ + π / 2) := by
      intro φ
      simp only [frequency]
      rw [show 2 * (φ + π / 2) = 2 * φ + π by ring, cos_add_pi]
      ring
    simp only [turn]
    rw [intervalIntegral.integral_comp_add_right (fun φ => h (frequency V η θ φ)) (π / 2),
      zero_add, add_comm (2 * π) (π / 2)]
    exact shift
  unfold powderAverage sphereMean
  simp only [inner]

/-- For a convex function of the frequency, asymmetry never lowers the powder average. -/
theorem powderAverage_convex {h : ℝ → ℝ} (hc : ConvexOn ℝ Set.univ h) (V η : ℝ) :
    powderAverage h V 0 ≤ powderAverage h V η := by
  have hh : Continuous h := continuousOn_univ.mp (hc.continuousOn isOpen_univ)
  have c := continuous_signal hh V
  have hm := sphereMean_mono (fun θ φ => h (frequency V 0 θ φ))
    (fun θ φ => 1 / 2 * h (frequency V η θ φ) + 1 / 2 * h (frequency V (-η) θ φ))
    (c 0) (((c η).const_mul _).add ((c (-η)).const_mul _)) (by
      intro θ φ
      -- the symmetric frequency is the midpoint of those at η and -η
      have mid := hc.2 (Set.mem_univ (frequency V η θ φ)) (Set.mem_univ (frequency V (-η) θ φ))
        (by norm_num : (0 : ℝ) ≤ 1 / 2) (by norm_num : (0 : ℝ) ≤ 1 / 2) (by norm_num)
      simp only [smul_eq_mul] at mid
      have e : 1 / 2 * frequency V η θ φ + 1 / 2 * frequency V (-η) θ φ
          = frequency V 0 θ φ := by
        unfold frequency; ring
      rwa [e] at mid)
  rw [sphereMean_linear (1 / 2) (1 / 2) (fun θ φ => h (frequency V η θ φ))
    (fun θ φ => h (frequency V (-η) θ φ)) (c η) (c (-η))] at hm
  have he := powderAverage_even h V η
  unfold powderAverage at he ⊢
  linarith

/-- The second moment of the powder pattern is `(V² / 5) (1 + η² / 3)`. -/
theorem second_moment (V η : ℝ) :
    powderAverage (fun x => x ^ 2) V η = V ^ 2 / 5 * (1 + η ^ 2 / 3) := by
  have azimuth : ∀ A B : ℝ, (∫ φ in (0 : ℝ)..(2 * π), (A + B * cos (2 * φ)) ^ 2) =
      2 * π * A ^ 2 + π * B ^ 2 := by
    intro A B
    have d : ∀ x : ℝ, HasDerivAt (fun x => (A ^ 2 + B ^ 2 / 2) * x + A * B * sin (2 * x)
        + B ^ 2 / 4 * (sin (2 * x) * cos (2 * x))) ((A + B * cos (2 * x)) ^ 2) x := by
      intro x
      have l := (hasDerivAt_id' x).const_mul (2 : ℝ)
      refine ((((hasDerivAt_id' x).const_mul (A ^ 2 + B ^ 2 / 2)).fun_add
        (l.sin.const_mul (A * B))).fun_add
        ((l.sin.fun_mul l.cos).const_mul (B ^ 2 / 4))).congr_deriv ?_
      linear_combination (-(B ^ 2 / 2)) * sin_sq_add_cos_sq (2 * x)
    have s : sin (2 * (2 * π)) = 0 := by
      rw [show 2 * (2 * π) = ((4 : ℕ) : ℝ) * π by push_cast; ring]
      exact sin_nat_mul_pi 4
    rw [intervalIntegral.integral_eq_sub_of_hasDerivAt (fun x _ => d x)
      (Continuous.intervalIntegrable (by fun_prop) _ _)]
    simp only [s, mul_zero, sin_zero]
    ring
  have polar : ∀ p q r : ℝ, (∫ θ in (0 : ℝ)..π, (p + q * cos θ ^ 2 + r * cos θ ^ 4) * sin θ) =
      2 * p + 2 * q / 3 + 2 * r / 5 := by
    intro p q r
    have d : ∀ x : ℝ, HasDerivAt (fun x => -p * cos x + -(q / 3) * cos x ^ 3
        + -(r / 5) * cos x ^ 5) ((p + q * cos x ^ 2 + r * cos x ^ 4) * sin x) x := by
      intro x
      have c := hasDerivAt_cos x
      refine (((c.const_mul (-p)).fun_add ((c.fun_pow 3).const_mul (-(q / 3)))).fun_add
        ((c.fun_pow 5).const_mul (-(r / 5)))).congr_deriv ?_
      simp only [Nat.cast_ofNat, Nat.reduceSub]
      ring
    rw [intervalIntegral.integral_eq_sub_of_hasDerivAt (fun x _ => d x)
      (Continuous.intervalIntegrable (by fun_prop) _ _)]
    simp only [cos_pi, cos_zero]
    ring
  have inner : ∀ θ, (∫ φ in (0 : ℝ)..(2 * π), frequency V η θ φ ^ 2) =
      (π * V ^ 2 / 2 + π * V ^ 2 * η ^ 2 / 4)
        + (-3 * π * V ^ 2 - π * V ^ 2 * η ^ 2 / 2) * cos θ ^ 2
        + (9 * π * V ^ 2 / 2 + π * V ^ 2 * η ^ 2 / 4) * cos θ ^ 4 := by
    intro θ
    have e : ∀ φ, frequency V η θ φ =
        V * (3 * cos θ ^ 2 - 1) / 2 + V * η * sin θ ^ 2 / 2 * cos (2 * φ) := by
      intro φ; unfold frequency; ring
    simp only [e]
    rw [azimuth, sin_sq]
    ring
  unfold powderAverage sphereMean
  simp only [inner]
  rw [polar]
  field_simp
  ring

/-- If `h` is twice differentiable with second derivative bounded by `M`, an asymmetry `η`
changes its powder average by at most `M V² η² / 30`. -/
theorem small_asymmetry {h h' h'' : ℝ → ℝ} {M : ℝ} (hd : ∀ x, HasDerivAt h (h' x) x)
    (hd' : ∀ x, HasDerivAt h' (h'' x) x) (hM : ∀ x, |h'' x| ≤ M) (V η : ℝ) :
    |powderAverage h V η - powderAverage h V 0| ≤ M * V ^ 2 * η ^ 2 / 30 := by
  have hh : Continuous h := continuous_iff_continuousAt.mpr fun x => (hd x).continuousAt
  -- adding the parabola M x² / 2 makes both h and -h convex
  have key : ∀ ε : ℝ, (∀ x, 0 ≤ M + ε * h'' x) →
      0 ≤ M * V ^ 2 * η ^ 2 / 30 + ε * (powderAverage h V η - powderAverage h V 0) := by
    intro ε hε
    have d1 : ∀ x, HasDerivAt (fun x => M / 2 * x ^ 2 + ε * h x) (M * x + ε * h' x) x := by
      intro x
      refine ((((hasDerivAt_id' x).fun_pow 2).const_mul (M / 2)).fun_add
        ((hd x).const_mul ε)).congr_deriv ?_
      simp only [Nat.cast_ofNat, Nat.reduceSub]
      ring
    have d2 : ∀ x, HasDerivAt (fun x => M * x + ε * h' x) (M + ε * h'' x) x := fun x =>
      (((hasDerivAt_id' x).const_mul M).fun_add ((hd' x).const_mul ε)).congr_deriv (by ring)
    have e : deriv (fun x => M / 2 * x ^ 2 + ε * h x) = fun x => M * x + ε * h' x :=
      funext fun x => (d1 x).deriv
    have conv : ConvexOn ℝ Set.univ (fun x => M / 2 * x ^ 2 + ε * h x) := by
      refine convexOn_univ_of_deriv2_nonneg (fun x => (d1 x).differentiableAt)
        (by rw [e]; exact fun x => (d2 x).differentiableAt) fun x => ?_
      change 0 ≤ deriv (deriv fun x => M / 2 * x ^ 2 + ε * h x) x
      rw [e, (d2 x).deriv]
      exact hε x
    have split : ∀ t, powderAverage (fun x => M / 2 * x ^ 2 + ε * h x) V t =
        M / 2 * powderAverage (fun x => x ^ 2) V t + ε * powderAverage h V t := fun t =>
      sphereMean_linear (M / 2) ε (fun θ φ => frequency V t θ φ ^ 2)
        (fun θ φ => h (frequency V t θ φ))
        (continuous_signal (continuous_pow 2) V t) (continuous_signal hh V t)
    have c := powderAverage_convex conv V η
    rw [split, split, second_moment, second_moment] at c
    linarith
  have up := key (-1) fun x => by linarith [(abs_le.mp (hM x)).2]
  have lo := key 1 fun x => by linarith [(abs_le.mp (hM x)).1]
  exact abs_le.mpr ⟨by linarith, by linarith⟩

/-- The function `x²`, whose second derivative is `2`, attains the bound `M V² η² / 30`
with `M = 2`. -/
theorem small_asymmetry_sharp (V η : ℝ) :
    |powderAverage (fun x => x ^ 2) V η - powderAverage (fun x => x ^ 2) V 0| =
      2 * V ^ 2 * η ^ 2 / 30 := by
  rw [second_moment, second_moment, show V ^ 2 / 5 * (1 + η ^ 2 / 3) -
    V ^ 2 / 5 * (1 + 0 ^ 2 / 3) = 2 * V ^ 2 * η ^ 2 / 30 by ring]
  exact abs_of_nonneg (by positivity)

/-- With Gaussian broadening of unit height and inverse variance `w ≥ 0`, the powder spectrum
at any observation frequency `ν` changes by at most `w V² η² / 30`. -/
theorem gaussian_spectrum {w : ℝ} (hw : 0 ≤ w) (ν V η : ℝ) :
    |powderAverage (fun x => exp (-w / 2 * (x - ν) ^ 2)) V η
      - powderAverage (fun x => exp (-w / 2 * (x - ν) ^ 2)) V 0| ≤ w * V ^ 2 * η ^ 2 / 30 := by
  have d1 : ∀ x, HasDerivAt (fun x => exp (-w / 2 * (x - ν) ^ 2))
      (-w * (x - ν) * exp (-w / 2 * (x - ν) ^ 2)) x := by
    intro x
    refine ((((hasDerivAt_id' x).sub_const ν).fun_pow 2).const_mul (-w / 2)).exp.congr_deriv ?_
    simp only [Nat.cast_ofNat, Nat.reduceSub]
    ring
  have d2 : ∀ x, HasDerivAt (fun x => -w * (x - ν) * exp (-w / 2 * (x - ν) ^ 2))
      (w * ((w * (x - ν) ^ 2 - 1) * exp (-w / 2 * (x - ν) ^ 2))) x := fun x =>
    ((((hasDerivAt_id' x).sub_const ν).const_mul (-w)).fun_mul (d1 x)).congr_deriv (by ring)
  refine small_asymmetry d1 d2 (fun x => ?_) V η
  -- the curvature of the Gaussian is largest at its centre
  have hs : 0 ≤ w * (x - ν) ^ 2 := by positivity
  rw [show -w / 2 * (x - ν) ^ 2 = -(w * (x - ν) ^ 2 / 2) by ring]
  generalize w * (x - ν) ^ 2 = s at hs ⊢
  have hE := exp_pos (-(s / 2))
  have hE1 : exp (-(s / 2)) ≤ 1 := exp_le_one_iff.mpr (by linarith)
  have hprod : exp (s / 2) * exp (-(s / 2)) = 1 := by rw [← exp_add, add_neg_cancel, exp_zero]
  have hq : s - 1 ≤ exp (s / 2) := by
    have := quadratic_le_exp_of_nonneg (by linarith : 0 ≤ s / 2)
    nlinarith [sq_nonneg (s - 2)]
  have hb : |(s - 1) * exp (-(s / 2))| ≤ 1 := by
    refine abs_le.mpr ⟨by nlinarith [mul_nonneg hs hE.le], ?_⟩
    exact (mul_le_mul_of_nonneg_right hq hE.le).trans hprod.le
  rw [abs_mul, abs_of_nonneg hw]
  exact mul_le_of_le_one_right hw hb

end

end PowderAsymmetry
```

```lean
#print axioms PowderAsymmetry.small_asymmetry
#print axioms PowderAsymmetry.small_asymmetry_sharp
#print axioms PowderAsymmetry.gaussian_spectrum
```

```
'PowderAsymmetry.small_asymmetry' depends on axioms: [propext, Classical.choice, Quot.sound]
'PowderAsymmetry.small_asymmetry_sharp' depends on axioms: [propext, Classical.choice, Quot.sound]
'PowderAsymmetry.gaussian_spectrum' depends on axioms: [propext, Classical.choice, Quot.sound]
```

**How the code carries out the four steps**

`continuous_signal`, `sphereMean_linear` and `sphereMean_mono` supply the properties of the average used above: continuous signals can be combined linearly and compared under the integral. The comparison needs $\sin\theta\ge0$ on $[0,\pi]$.

Step 1 is `powderAverage_even`. There `turn` is the quarter-turn identity, and periodicity in $\phi$ moves the integration window back to its start.

Step 2 is `powderAverage_convex`. The identity `e` says that $\omega_0$ is the midpoint, `mid` is the convexity inequality, and `linarith` combines the averaged inequality with evenness. Continuity of the convex function is derived, not assumed.

Step 3 is `second_moment`. Its parts `azimuth` and `polar` evaluate the two integrals from explicit antiderivatives, which are checked by differentiation.

Step 4 is `small_asymmetry`. The auxiliary claim `key` treats $\frac M2x^2+\varepsilon h(x)$: `conv` obtains convexity from the second derivative, `split` separates the average into the second moment and $F$, and $\varepsilon=\pm1$ gives the two sides of the absolute value.

In `gaussian_spectrum`, `d1` and `d2` compute the derivatives, `hq` is $s-1\le e^{s/2}$, and `hb` is the resulting bound $|(s-1)e^{-s/2}|\le1$.
